# Kerr fractional revival for odd q: a coherent state becomes a superposition of q rotated copies with equal weights

A single cavity mode with a Kerr nonlinearity starts in a coherent state. In a suitable rotating frame its energy is \(\hbar\chi n^2\), where \(n\) is the photon number and \(\chi\) is the Kerr constant, the strength of the photon-photon interaction. The Fock components therefore acquire different phases and the state spreads around phase space. Since \(n^2\) is an integer, all phases realign at \(\chi t=2\pi\). What is the state at a fraction \(p/q\) of this period, for odd \(q\) and \(p\) coprime to \(q\)? For a lossless mode with no other dynamics, the answer describes a way to produce multi-component cat states.

For an integer \(q\ge 1\) and a residue \(x\) modulo \(q\), write \(e_q(x)=\exp(2\pi i x/q)\). In Lean this is `phase q x`: the name denotes the complex number, not the angle. The type `ZMod q` holds the residues, and `NeZero q` excludes \(q=0\).

```lean
import Mathlib

open Complex (I)
open scoped Real ComplexConjugate

namespace KerrFractionalRevival

noncomputable section

/-- The phase `exp (2 π i x / q)` as a character of the integers modulo a nonzero `q`. -/
abbrev phase (q : ℕ) [NeZero q] : AddChar (ZMod q) ℂ := ZMod.stdAddChar
```

The discrete Fourier coefficients of a quadratic phase, with \(p\) and \(k\) taken as residues, are
\[
c_k=\frac1q\sum_{m \bmod q} e_q(pm^2-km).
\]

```lean
/-- The discrete Fourier coefficient at `k` of the quadratic phase `exp (2 π i p m² / q)`,
for nonzero `q`. -/
def kerrCoeff (q : ℕ) [NeZero q] (p k : ZMod q) : ℂ :=
  (∑ m : ZMod q, phase q (p * m ^ 2 - k * m)) / q
```

A state is represented by its Fock amplitudes, a function `ℕ → ℂ`. The normalised coherent state \(|\alpha\rangle\) has
\[
a_n(\alpha)=e^{-|\alpha|^2/2}\,\frac{\alpha^n}{\sqrt{n!}} .
\]

```lean
/-- The `n`-th Fock amplitude of the normalised coherent state of amplitude `α`. -/
def coherentAmp (α : ℂ) (n : ℕ) : ℂ :=
  (Real.exp (-‖α‖ ^ 2 / 2) : ℂ) * α ^ n / (√(n.factorial : ℝ) : ℂ)
```

The Hamiltonian is \(\chi\hat n^2\) with \(\hbar=1\); other conventions add a term linear in \(\hat n\) or a factor \(1/2\). Evolution for a time \(t\) multiplies the amplitude \(\psi_n\) by \(e^{-i\chi n^2t}\).

```lean
/-- Evolution of the Fock amplitudes `ψ` for a time `t` under the Kerr Hamiltonian `χ n̂²`,
with `ħ = 1`. -/
def kerrEvolve (χ t : ℝ) (ψ : ℕ → ℂ) (n : ℕ) : ℂ :=
  Complex.exp (-(I * χ * n ^ 2) * t) * ψ n
```

## (a) The Schrödinger equation for each Fock amplitude

**Task.** Let \(\psi_n(t)=e^{-i\chi n^2t}\psi_n\). Show that
\[
\frac{d\psi_n}{dt}=-i\chi n^2\,\psi_n(t).
\]

**Solution.** The exponent is linear in \(t\) with slope \(-i\chi n^2\), and the chain rule brings this factor down. At \(t=0\) the exponential is 1, so the initial amplitude is \(\psi_n\).

In Lean, `HasDerivAt` states the derivative at the real time \(t\). The step `h1` differentiates the inclusion of real times into the complex numbers, and `cexp` applies the chain rule. The equation holds amplitude by amplitude; no Hilbert space or operator domain enters.

```lean
/-- The Kerr-evolved amplitudes solve the Schrödinger equation of the Hamiltonian `χ n̂²`. -/
theorem kerrEvolve_schrodinger (χ t : ℝ) (ψ : ℕ → ℂ) (n : ℕ) :
    HasDerivAt (fun s : ℝ => kerrEvolve χ s ψ n)
      (-I * (χ * n ^ 2 * kerrEvolve χ t ψ n)) t := by
  have h1 : HasDerivAt (fun s : ℝ => (s : ℂ)) 1 t := by
    simpa using (hasDerivAt_id t).ofReal_comp
  exact ((h1.const_mul (-(I * χ * n ^ 2))).cexp.mul_const (ψ n)).congr_deriv
    (by unfold kerrEvolve; ring)
```

## (b) Orthogonality of the phases

**Task.** For a residue \(b\), show that
\[
\sum_{x \bmod q}e_q(xb)=\begin{cases}q,&b=0,\\0,&b\neq0.\end{cases}
\]

**Solution.** If \(b=0\), each of the \(q\) terms is 1. If \(b\ne0\), call the sum \(S\). Replacing \(x\) by \(x+1\) only reorders the terms, so \(S=e_q(b)S\). Since \(e_q(b)\neq1\), \(S=0\).

Lean takes this from Mathlib's `AddChar.sum_mulShift`, whose input is that the character is primitive; `split_ifs` then separates the two cases.

```lean
/-- Orthogonality of phases: the sum of `exp (2 π i x b / q)` over all residues `x` is `q`
if `b = 0` modulo `q`, and zero otherwise. -/
theorem phase_sum (q : ℕ) [NeZero q] (b : ZMod q) :
    ∑ x : ZMod q, phase q (x * b) = if b = 0 then (q : ℂ) else 0 := by
  have h := AddChar.sum_mulShift b (ZMod.isPrimitive_stdAddChar q)
  rw [h]
  split_ifs <;> simp [ZMod.card]
```

## (c) A quadratic phase as a sum of linear phases

**Task.** For every \(q\ge1\) and all residues \(p,n\), show that
\[
e_q(pn^2)=\sum_{k \bmod q}c_k\,e_q(kn).
\]

**Solution.** Insert the definition of \(c_k\) and exchange the sums:
\[
\sum_k c_k e_q(kn)=\frac1q\sum_m e_q(pm^2)\sum_k e_q\big(k(n-m)\big).
\]
By (b) the inner sum is \(q\) for \(m=n\) and zero otherwise, which leaves \(e_q(pn^2)\).

The `calc` block has the same stages: `Finset.sum_comm` exchanges the sums, and `Finset.sum_eq_single n` keeps the surviving term.

```lean
/-- For every nonzero `q` the quadratic Kerr phase is the superposition of linear phases
with the coefficients `kerrCoeff`. -/
theorem quadratic_phase_expansion (q : ℕ) [NeZero q] (p n : ZMod q) :
    phase q (p * n ^ 2) = ∑ k : ZMod q, kerrCoeff q p k * phase q (k * n) := by
  have hq : (q : ℂ) ≠ 0 := Nat.cast_ne_zero.mpr (NeZero.ne q)
  symm
  calc ∑ k : ZMod q, kerrCoeff q p k * phase q (k * n)
      = ∑ k : ZMod q, ∑ m : ZMod q,
          phase q (p * m ^ 2) * phase q (k * (n - m)) / q := by
        refine Finset.sum_congr rfl fun k _ => ?_
        rw [kerrCoeff, div_mul_eq_mul_div, Finset.sum_mul, Finset.sum_div]
        refine Finset.sum_congr rfl fun m _ => ?_
        rw [← AddChar.map_add_eq_mul, ← AddChar.map_add_eq_mul]
        congr 2
        ring
    _ = ∑ m : ZMod q,
          phase q (p * m ^ 2) * (∑ k : ZMod q, phase q (k * (n - m))) / q := by
        rw [Finset.sum_comm]
        refine Finset.sum_congr rfl fun m _ => ?_
        rw [Finset.mul_sum, Finset.sum_div]
    _ = phase q (p * n ^ 2) := by
        -- only `m = n` survives the sum over `k`
        rw [Finset.sum_eq_single n]
        · rw [phase_sum, if_pos (sub_self n), mul_div_cancel_right₀ _ hq]
        · intro m _ hm
          rw [phase_sum, if_neg (sub_ne_zero.mpr hm.symm), mul_zero, zero_div]
        · exact fun h => absurd (Finset.mem_univ n) h
```

## (d) The weight of each coefficient

**Task.** Suppose \(2p\) is invertible modulo \(q\). Show that, for every \(k\),
\[
|c_k|^2=\frac1q .
\]

**Solution.** Let \(G_k=\sum_m e_q(pm^2-km)=q\,c_k\). Then
\[
|G_k|^2=\sum_{l,m}e_q\big(pm^2-km-pl^2+kl\big).
\]
Put \(m=l+d\). The argument becomes \(pd^2-kd+2pld\), so
\[
|G_k|^2=\sum_d e_q(pd^2-kd)\sum_l e_q\big(l\cdot2pd\big).
\]
By (b) the sum over \(l\) vanishes unless \(2pd=0\). Because \(2p\) is invertible, this means \(d=0\), and that term gives \(q\). Hence \(|G_k|^2=q\) and \(|c_k|^2=q/q^2=1/q\).

The hypothesis is `IsUnit (2 * p)`. The step `key` computes \(G_k\overline{G_k}\), with `Equiv.addLeft l` as the shift, and `hn` turns the result into a statement about the norm.

```lean
/-- If `2 p` is invertible modulo `q`, all the coefficients have the same weight `1 / q`. -/
theorem kerrCoeff_weight (q : ℕ) [NeZero q] (p k : ZMod q) (hp : IsUnit (2 * p)) :
    ‖kerrCoeff q p k‖ ^ 2 = 1 / q := by
  have hq : (q : ℝ) ≠ 0 := Nat.cast_ne_zero.mpr (NeZero.ne q)
  have key : (∑ m : ZMod q, phase q (p * m ^ 2 - k * m)) *
      conj (∑ m : ZMod q, phase q (p * m ^ 2 - k * m)) = (q : ℂ) := by
    calc _ = ∑ l : ZMod q, ∑ m : ZMod q,
            phase q (p * m ^ 2 - k * m) * phase q (-(p * l ^ 2 - k * l)) := by
          rw [map_sum, Finset.sum_mul_sum, Finset.sum_comm]
          refine Finset.sum_congr rfl fun l _ => Finset.sum_congr rfl fun m _ => ?_
          rw [AddChar.map_neg_eq_conj]
      _ = ∑ l : ZMod q, ∑ d : ZMod q,
            phase q (p * d ^ 2 - k * d) * phase q (l * (2 * p * d)) := by
          -- shift the inner summation by `m = l + d`
          refine Finset.sum_congr rfl fun l _ => ?_
          refine (Fintype.sum_equiv (Equiv.addLeft l) _ _ fun d => ?_).symm
          simp only [Equiv.coe_addLeft]
          rw [← AddChar.map_add_eq_mul, ← AddChar.map_add_eq_mul]
          congr 1
          ring
      _ = ∑ d : ZMod q, phase q (p * d ^ 2 - k * d) *
            ∑ l : ZMod q, phase q (l * (2 * p * d)) := by
          rw [Finset.sum_comm]
          exact Finset.sum_congr rfl fun d _ => (Finset.mul_sum _ _ _).symm
      _ = (q : ℂ) := by
          rw [Finset.sum_eq_single 0]
          · rw [phase_sum, if_pos (mul_zero _)]
            simp
          · intro d _ hd
            rw [phase_sum, if_neg (fun h => hd (hp.mul_right_eq_zero.mp h)), mul_zero]
          · exact fun h => absurd (Finset.mem_univ _) h
  have hn : ‖∑ m : ZMod q, phase q (p * m ^ 2 - k * m)‖ ^ 2 = (q : ℝ) := by
    rw [Complex.sq_norm]
    exact_mod_cast (Complex.mul_conj _).symm.trans key
  rw [kerrCoeff, norm_div, div_pow, hn, Complex.norm_natCast]
  field_simp
```

## (e) Equal weights for odd q

**Task.** Let \(q\) be odd and \(p\) an integer coprime to \(q\). Show that there are complex \(c_0,\dots,c_{q-1}\) with \(|c_k|^2=1/q\) such that, for every natural \(n\),
\[
e^{2\pi i pn^2/q}=\sum_{k=0}^{q-1}c_k\,e^{2\pi i kn/q}.
\]

**Solution.** Write \(q=2r+1\). Then \(-r\cdot2+1\cdot q=1\), so 2 is coprime to \(q\), and so is \(2p\). Thus \(a\cdot2p+bq=1\) for some integers \(a,b\), and modulo \(q\) this reads \(a\cdot2p=1\). Now (d) gives the weights and (c) the expansion, with each residue represented by one \(k<q\).

For \(q=1\) the single coefficient is 1, which is the full revival. The smallest case that splits is \(q=3\); with \(p=1\) the sums give
\[
c_0=\frac{i}{\sqrt3},\qquad c_1=c_2=\frac12-\frac{i}{2\sqrt3},
\]
each of squared modulus \(1/3\).

In Lean `c` is a function on all naturals, but only its values below \(q\) matter. The step `hu` proves invertibility, `hsum` passes from residues to `Finset.range q`, and `e1` and `e2` write the characters as exponentials.

```lean
/-- Kerr fractional revival: for odd `q` and `p` coprime to `q`, the quadratic phase
`exp (2 π i p n² / q)` is a superposition of `q` linear phases, each of weight `1 / q`. -/
theorem kerr_fractional_revival (q : ℕ) (hq : Odd q) (p : ℤ) (hp : IsCoprime p (q : ℤ)) :
    ∃ c : ℕ → ℂ, (∀ k < q, ‖c k‖ ^ 2 = 1 / q) ∧
      ∀ n : ℕ, Complex.exp (2 * π * I * (p * n ^ 2) / q) =
        ∑ k ∈ Finset.range q, c k * Complex.exp (2 * π * I * (k * n) / q) := by
  have : NeZero q := ⟨hq.pos.ne'⟩
  -- `2 p` is invertible modulo `q`
  have h2 : IsCoprime (2 : ℤ) (q : ℤ) := by
    obtain ⟨r, hr⟩ := hq
    exact ⟨-r, 1, by rw [hr]; push_cast; ring⟩
  have hu : IsUnit (2 * (p : ZMod q)) := by
    obtain ⟨a, b, hab⟩ := h2.mul_left hp
    have h := congrArg (Int.cast : ℤ → ZMod q) hab
    simp only [Int.cast_add, Int.cast_mul, Int.cast_ofNat, Int.cast_natCast, Int.cast_one,
      ZMod.natCast_self, mul_zero, add_zero] at h
    exact isUnit_iff_exists_inv.mpr ⟨a, by linear_combination h⟩
  refine ⟨fun k => kerrCoeff q p k, fun k _ => kerrCoeff_weight q p k hu, fun n => ?_⟩
  -- residues modulo `q` are represented by `k < q`
  have hsum (F : ZMod q → ℂ) : ∑ k ∈ Finset.range q, F (k : ZMod q) = ∑ k : ZMod q, F k :=
    Finset.sum_nbij' (fun k : ℕ => (k : ZMod q)) ZMod.val (fun _ _ => Finset.mem_univ _)
      (fun k _ => Finset.mem_range.mpr (ZMod.val_lt k))
      (fun k hk => ZMod.val_cast_of_lt (Finset.mem_range.mp hk))
      (fun k _ => ZMod.natCast_zmod_val k) (fun _ _ => rfl)
  have e1 : phase q ((p : ZMod q) * (n : ZMod q) ^ 2) =
      Complex.exp (2 * π * I * (p * n ^ 2) / q) := by
    have h := ZMod.stdAddChar_coe (N := q) (p * (n : ℤ) ^ 2)
    push_cast at h
    exact h
  have e2 (k : ℕ) : phase q ((k : ZMod q) * (n : ZMod q)) =
      Complex.exp (2 * π * I * (k * n) / q) := by
    have h := ZMod.stdAddChar_coe (N := q) ((k : ℤ) * (n : ℤ))
    push_cast at h
    exact h
  rw [← e1, quadratic_phase_expansion, ← hsum]
  exact Finset.sum_congr rfl fun k _ => by rw [e2]
```

## (f) Rotation of a coherent state

**Task.** For real \(\theta\), show that
\[
a_n(\alpha e^{i\theta})=e^{in\theta}a_n(\alpha).
\]

**Solution.** The modulus \(|\alpha e^{i\theta}|=|\alpha|\) leaves the Gaussian prefactor unchanged, and \((\alpha e^{i\theta})^n=e^{in\theta}\alpha^n\). In the proof, `Complex.norm_exp_ofReal_mul_I` supplies the first fact, and `mul_pow` with `Complex.exp_nat_mul` the second.

```lean
/-- Rotating a coherent state by `θ` in phase space multiplies its `n`-th Fock amplitude
by `exp (i n θ)`. -/
theorem coherentAmp_rotate (α : ℂ) (θ : ℝ) (n : ℕ) :
    coherentAmp (α * Complex.exp (θ * I)) n =
      Complex.exp (n * (θ * I)) * coherentAmp α n := by
  unfold coherentAmp
  rw [norm_mul, Complex.norm_exp_ofReal_mul_I, mul_one, mul_pow, ← Complex.exp_nat_mul]
  ring
```

## (g) The cat state

**Task.** Let \(q\) be odd, \(p\) coprime to \(q\), and \(\chi t=2\pi p/q\). Show that there are \(c_k\) with \(|c_k|^2=1/q\) such that, for every \(\alpha\),
\[
e^{-i\chi t\hat n^2}|\alpha\rangle=\sum_{k=0}^{q-1}c_k\,\big|\alpha e^{2\pi i k/q}\big\rangle .
\]

**Solution.** The \(n\)-th amplitude acquires the factor \(e^{-2\pi i pn^2/q}\). Apply (e) with \(-p\), which is also coprime to \(q\):
\[
e^{-2\pi i pn^2/q}a_n(\alpha)=\sum_k c_k\,e^{2\pi i kn/q}a_n(\alpha)=\sum_k c_k\,a_n\big(\alpha e^{2\pi i k/q}\big),
\]
where the last equality is (f) with \(\theta=2\pi k/q\).

Lean states the ket equation as equality of all Fock amplitudes. It chooses `c` before `α`, so the same coefficients serve every coherent state. The step `hphase` inserts the time condition, and `coherentAmp_rotate` absorbs each linear phase.

Coherent states overlap, so \(|c_k|^2\) is the squared modulus of a coefficient and in general not the probability of a measurement outcome. Applied to a real cavity, the result neglects photon loss, dephasing and any further terms in the Hamiltonian, such as higher-order nonlinearities, during the time \(t\). The familiar two-component cat, a superposition of \(|\alpha\rangle\) and \(|-\alpha\rangle\) with coefficients of equal modulus, appears at \(\chi t=\pi/2\). There \(q=4\), which this theorem does not cover.

```lean
/-- At `χ t = 2 π p / q`, with `q` odd and `p` coprime to `q`, Kerr evolution turns every
coherent state into a superposition of `q` rotated coherent states whose coefficients all have
squared modulus `1 / q`. -/
theorem kerr_cat_state (q : ℕ) (hq : Odd q) (p : ℤ) (hp : IsCoprime p (q : ℤ))
    (χ t : ℝ) (ht : χ * t = 2 * π * p / q) :
    ∃ c : ℕ → ℂ, (∀ k < q, ‖c k‖ ^ 2 = 1 / q) ∧
      ∀ (α : ℂ) (n : ℕ), kerrEvolve χ t (coherentAmp α) n =
        ∑ k ∈ Finset.range q,
          c k * coherentAmp (α * Complex.exp (2 * π * I * k / q)) n := by
  obtain ⟨c, hc, h⟩ := kerr_fractional_revival q hq (-p) hp.neg_left
  refine ⟨c, hc, fun α n => ?_⟩
  have hct : (χ : ℂ) * t = 2 * π * p / q := by exact_mod_cast congrArg Complex.ofReal ht
  have hphase : -(I * χ * n ^ 2) * t = 2 * π * I * (((-p : ℤ) : ℂ) * n ^ 2) / q := by
    push_cast
    linear_combination (-(I * (n : ℂ) ^ 2)) * hct
  rw [kerrEvolve, hphase, h n, Finset.sum_mul]
  refine Finset.sum_congr rfl fun k _ => ?_
  -- each linear phase is a rotation of the coherent state
  have hk : 2 * π * I * k / q = ((2 * π * k / q : ℝ) : ℂ) * I := by push_cast; ring
  have he : 2 * π * I * (k * n) / q = n * (((2 * π * k / q : ℝ) : ℂ) * I) := by
    push_cast; ring
  rw [hk, coherentAmp_rotate, he, mul_assoc]
```

## (h) Distinct components

**Task.** Let \(q\ge1\), \(\alpha\ne0\) and \(0\le j,k<q\). Show that
\[
\alpha e^{2\pi i j/q}=\alpha e^{2\pi i k/q}\quad\Longrightarrow\quad j=k .
\]

**Solution.** Cancel \(\alpha\). With \(\zeta=e^{2\pi i/q}\) this leaves \(\zeta^j=\zeta^k\), so \(q\) divides \(j-k\). Since \(|j-k|<q\), \(j=k\). Lean uses that \(\zeta\) is a primitive \(q\)-th root of unity, `Complex.isPrimitiveRoot_exp`. For \(\alpha=0\) all components are the vacuum and coincide. Distinct amplitudes do not by themselves make the states distinguishable: neighbouring components have the squared overlap \(e^{-4|\alpha|^2\sin^2(\pi/q)}\), which is small only when \(|\alpha|\sin(\pi/q)\) is large.

```lean
/-- For `α ≠ 0` and `q ≠ 0` the `q` rotated coherent amplitudes are pairwise distinct. -/
theorem components_distinct (q : ℕ) (hq : q ≠ 0) (α : ℂ) (hα : α ≠ 0) (j k : ℕ)
    (hj : j < q) (hk : k < q)
    (h : α * Complex.exp (2 * π * I * j / q) = α * Complex.exp (2 * π * I * k / q)) :
    j = k := by
  have hpow (m : ℕ) : Complex.exp (2 * π * I * m / q) = Complex.exp (2 * π * I / q) ^ m := by
    rw [← Complex.exp_nat_mul]
    congr 1
    ring
  have h' := mul_left_cancel₀ hα h
  rw [hpow, hpow] at h'
  exact (Complex.isPrimitiveRoot_exp q hq).pow_inj hj hk h'
```

## (i) Unequal weights at q = 2

**Task.** Suppose \(e^{2\pi i n^2/2}=c_0+c_1e^{2\pi i n/2}\) for every natural \(n\). Show that
\[
c_0=0,\qquad c_1=1 .
\]

**Solution.** At \(n=0\) the condition reads \(1=c_0+c_1\), and at \(n=1\) it reads \(-1=c_0-c_1\). Half the sum and half the difference give the values. These two equations are `h0` and `h1`, and `linear_combination` solves them.

The equal-weight conclusion of (e) therefore fails for some positive \(q\) if oddness is not required, even with \(p=1\). Physically, at \(\chi t=\pi\) the state \(|\alpha\rangle\) has become the single coherent state \(|-\alpha\rangle\).

```lean
/-- For `q = 2` the expansion of the quadratic phase into linear phases has the
coefficients `0` and `1`, so the weights are not equal. -/
theorem even_case_not_equal_weight (c : ℕ → ℂ)
    (h : ∀ n : ℕ, Complex.exp (2 * π * I * n ^ 2 / 2) =
      ∑ k ∈ Finset.range 2, c k * Complex.exp (2 * π * I * (k * n) / 2)) :
    c 0 = 0 ∧ c 1 = 1 := by
  have e : Complex.exp (2 * π * I / 2) = -1 := by
    rw [show 2 * (π : ℂ) * I / 2 = π * I by ring, Complex.exp_pi_mul_I]
  have h0 := h 0
  have h1 := h 1
  simp [Finset.sum_range_succ] at h0
  simp only [Finset.sum_range_succ, Finset.sum_range_zero, Nat.cast_zero, Nat.cast_one,
    zero_add, mul_zero, mul_one, one_pow, zero_div, Complex.exp_zero, e] at h1
  constructor
  · linear_combination (-1 / 2 : ℂ) * h0 - (1 / 2 : ℂ) * h1
  · linear_combination (-1 / 2 : ℂ) * h0 + (1 / 2 : ℂ) * h1

end

end KerrFractionalRevival
```

```lean
#print axioms KerrFractionalRevival.kerr_fractional_revival
#print axioms KerrFractionalRevival.kerr_cat_state
#print axioms KerrFractionalRevival.components_distinct
#print axioms KerrFractionalRevival.even_case_not_equal_weight
```

```
'KerrFractionalRevival.kerr_fractional_revival' depends on axioms: [propext, Classical.choice, Quot.sound]
'KerrFractionalRevival.kerr_cat_state' depends on axioms: [propext, Classical.choice, Quot.sound]
'KerrFractionalRevival.components_distinct' depends on axioms: [propext, Classical.choice, Quot.sound]
'KerrFractionalRevival.even_case_not_equal_weight' depends on axioms: [propext, Classical.choice, Quot.sound]
```
